# Singlet probability of a radical pair with one hyperfine-coupled nucleus at zero field

If a radical-pair code builds its hyperfine term from Pauli matrices instead of spin matrices, for both the electron and a spin-1/2 nucleus, the coupling is four times too large. The output still looks healthy: the trace is conserved, the singlet probability stays between 0 and 1, and the curve oscillates smoothly. An exact curve for a small system exposes the error.

Take two electron spins \(S_1,S_2\) and one spin-1/2 nucleus \(I\), with \(\hbar=1\), \(H=a\,S_1\cdot I\) for real \(a\), and \(U=e^{-itH}\). Let \(P=\tfrac14-S_1\cdot S_2\) be the electronic singlet projector. For every initial operator \(\rho\) with \(P\rho P=\rho\) and \(\operatorname{tr}\rho=1\),

\[
\operatorname{tr}(PU\rho U^\dagger)=\tfrac58+\tfrac38\cos(at).
\]

The unpolarised nucleus is the case \(\rho=P/2\).

## What the curve can and can't check

Comparing a code's output with the formula exercises the spin matrices, the tensor-product ordering, the propagator and the normalisation together, but some errors pass. Since the cosine is even, the curve can't reveal a wrong sign of \(a\). Nor can it reveal that the nucleus has been coupled to electron 2 instead of electron 1, because \(P\) is symmetric in the two electrons. In this one-nucleus, zero-field model every normalised nuclear state gives the same curve, so runs with different nuclear states should agree within numerical error. For the same reason, agreement doesn't show that nuclear states are sampled from the right distribution.

## From two projectors to one scalar amplitude

Since \(S_1\cdot S_2\) equals \(-\tfrac34\) on the singlet and \(\tfrac14\) on the triplets, \(P=|s\rangle\langle s|\otimes 1\), where

\[
|s\rangle=\frac{1}{\sqrt2}\sum_{ij}\epsilon_{ij}|ij\rangle,\qquad \epsilon_{01}=1,\quad \epsilon_{10}=-1,\quad \epsilon_{00}=\epsilon_{11}=0.
\]

Thus \(P^2=P=P^\dagger\), and \(\operatorname{tr}P=2\) because the nucleus has two states. Write \(s_\alpha\) for the 2×2 spin matrices, \(\alpha=x,y,z\). From \(\sum_j\epsilon_{ij}\epsilon_{kj}=\delta_{ik}\),

\[
\langle s|S_{1\alpha}|s\rangle=\tfrac12\sum_{ijk}\epsilon_{ij}(s_\alpha)_{ik}\epsilon_{kj}=\tfrac12\operatorname{tr}s_\alpha=0,
\]

and therefore

\[
P(S_1\cdot I)P=\sum_\alpha\langle s|S_{1\alpha}|s\rangle\,|s\rangle\langle s|\otimes I_\alpha=0.
\]

Exchanging electron 2 and the nucleus turns \(P\) into \(Q=\tfrac14-S_1\cdot I\), so \(Q^2=Q\). Then \(H=\tfrac a4(1-Q)-\tfrac{3a}4Q\). The cross terms \(Q(1-Q)\) vanish, so each power of \(H\) acts separately on the two projectors, and the exponential series gives

\[
U=e^{-iat/4}(1-Q)+e^{3iat/4}Q.
\]

Inserting \(Q=\tfrac14-S_1\cdot I\),

\[
U=f+\left(e^{-iat/4}-e^{3iat/4}\right)S_1\cdot I,\qquad
f=\tfrac34e^{-iat/4}+\tfrac14e^{3iat/4}.
\]

The second term vanishes between two factors of \(P\), so \(PUP=fP\). Using \(\rho=P\rho P\), \(P^2=P\) and cyclicity of the trace,

\[
\operatorname{tr}(PU\rho U^\dagger)=\operatorname{tr}\big((PUP)\rho(PU^\dagger P)\big)=|f|^2\operatorname{tr}\rho=|f|^2,
\]

\[
|f|^2=\tfrac9{16}+\tfrac1{16}+\tfrac3{16}\left(e^{iat}+e^{-iat}\right)=\tfrac58+\tfrac38\cos(at).
\]

## An eight-component vector at half a period

Let \(a=2\) rad/µs and \(t=\pi/2\approx1.571\) µs, so \(at=\pi\). Number the basis states from 0 to 7 in binary, in the order electron 1, electron 2, nucleus, with 0 for up. A singlet pair with nucleus up has amplitude \(1/\sqrt2\) at index 2 (010) and \(-1/\sqrt2\) at index 4 (100).

Here \(U=e^{-i\pi/4}(1-2Q)\), and \(1-2Q\) swaps the states of electron 1 and the nucleus. Index 2 stays in place and index 4 moves to index 1 (001). Apart from the common phase, the final amplitudes are \(1/\sqrt2\) at index 2 and \(-1/\sqrt2\) at index 1. The latter has both electrons up and no singlet part. The former has singlet amplitude \(\tfrac1{\sqrt2}\cdot\tfrac1{\sqrt2}=\tfrac12\), so the probability is \(\tfrac14\). The code with Pauli matrices in \(H\) would reach phase \(4\pi\) and report 1.

## The Lean file

```lean
import Mathlib

open Matrix
open scoped Kronecker

namespace RadicalPair

noncomputable section

/-- Operators on electron 1, electron 2 and the nucleus, in this order. -/
abbrev Op := Matrix ((Fin 2 × Fin 2) × Fin 2) ((Fin 2 × Fin 2) × Fin 2) ℂ

/-- The three spin-1/2 matrices, in units of ħ. -/
def spin : Fin 3 → Matrix (Fin 2) (Fin 2) ℂ :=
  ![!![0, 1/2; 1/2, 0], !![0, -Complex.I/2; Complex.I/2, 0], !![1/2, 0; 0, -1/2]]

/-- The scalar product S1·S2 of the two electron spins. -/
def dotSS : Op := ∑ a, (spin a ⊗ₖ spin a) ⊗ₖ (1 : Matrix (Fin 2) (Fin 2) ℂ)

/-- The scalar product S1·I of the first electron spin and the nuclear spin. -/
def dotSI : Op := ∑ a, (spin a ⊗ₖ (1 : Matrix (Fin 2) (Fin 2) ℂ)) ⊗ₖ spin a

/-- The electronic singlet projector 1/4 - S1·S2. -/
def singletProj : Op := (1/4 : ℂ) • 1 - dotSS

/-- The time evolution exp(-itH) under the hyperfine Hamiltonian H = a S1·I. -/
def propagator (a t : ℝ) : Op :=
  NormedSpace.exp ((-(Complex.I * t)) • ((a : ℂ) • dotSI))

/-- The operator 1/4 - s1·s2 on two spins 1/2 alone. -/
def pairSinglet : Matrix (Fin 2 × Fin 2) (Fin 2 × Fin 2) ℂ :=
  (1/4 : ℂ) • 1 - ∑ a, spin a ⊗ₖ spin a

/-- The antisymmetric amplitudes of the unnormalised singlet vector. -/
def amp : Matrix (Fin 2) (Fin 2) ℂ := !![0, 1; -1, 0]

/-- The two-spin operator 1/4 - s1·s2 is the outer product of the normalised singlet vector with
itself. -/
theorem pairSinglet_apply (i j k l : Fin 2) :
    pairSinglet (i, j) (k, l) = amp i j * amp k l / 2 := by
  fin_cases i <;> fin_cases j <;> fin_cases k <;> fin_cases l <;>
    simp [pairSinglet, amp, spin, Fin.sum_univ_three, Matrix.kroneckerMap_apply] <;>
    (try ring_nf) <;> (try simp only [Complex.I_sq]) <;> (try norm_num)

/-- Every component of the first spin vanishes between two factors of 1/4 - s1·s2. -/
theorem pairSinglet_spin (a : Fin 3) :
    pairSinglet * (spin a ⊗ₖ (1 : Matrix (Fin 2) (Fin 2) ℂ)) * pairSinglet = 0 := by
  have h00 : amp 0 0 = 0 := by simp [amp]
  have h01 : amp 0 1 = 1 := by simp [amp]
  have h10 : amp 1 0 = -1 := by simp [amp]
  have h11 : amp 1 1 = 0 := by simp [amp]
  ext ⟨i, j⟩ ⟨k, l⟩
  simp only [Matrix.mul_apply, Fintype.sum_prod_type, Fin.sum_univ_two, pairSinglet_apply,
    Matrix.kroneckerMap_apply, Matrix.zero_apply, h00, h01, h10, h11]
  fin_cases a <;> simp [spin]
  ring

lemma singletProj_eq : singletProj = pairSinglet ⊗ₖ (1 : Matrix (Fin 2) (Fin 2) ℂ) := by
  have h1 : (1 : Op) = (1 : Matrix (Fin 2 × Fin 2) (Fin 2 × Fin 2) ℂ) ⊗ₖ
      (1 : Matrix (Fin 2) (Fin 2) ℂ) := Matrix.one_kronecker_one.symm
  unfold singletProj dotSS pairSinglet
  rw [h1]
  ext ⟨x, k⟩ ⟨y, l⟩
  simp only [Matrix.sub_apply, Matrix.smul_apply, Fin.sum_univ_three, Matrix.add_apply,
    Matrix.kroneckerMap_apply, smul_eq_mul]
  ring

/-- The singlet operator 1/4 - S1·S2 is an orthogonal projector of trace 2. -/
theorem singletProj_projector : singletProj * singletProj = singletProj ∧
    singletProjᴴ = singletProj ∧ singletProj.trace = 2 := by
  have h00 : amp 0 0 = 0 := by simp [amp]
  have h01 : amp 0 1 = 1 := by simp [amp]
  have h10 : amp 1 0 = -1 := by simp [amp]
  have h11 : amp 1 1 = 0 := by simp [amp]
  have hp : pairSinglet * pairSinglet = pairSinglet := by
    ext ⟨i, j⟩ ⟨k, l⟩
    simp only [Matrix.mul_apply, Fintype.sum_prod_type, Fin.sum_univ_two, pairSinglet_apply,
      h00, h01, h10, h11]
    ring
  have hh : pairSingletᴴ = pairSinglet := by
    ext ⟨i, j⟩ ⟨k, l⟩
    rw [Matrix.conjTranspose_apply, pairSinglet_apply, pairSinglet_apply]
    fin_cases i <;> fin_cases j <;> fin_cases k <;> fin_cases l <;> simp [amp]
  have ht : pairSinglet.trace = 1 := by
    simp only [Matrix.trace, Matrix.diag_apply, Fintype.sum_prod_type, Fin.sum_univ_two,
      pairSinglet_apply, h00, h01, h10, h11]
    norm_num
  rw [singletProj_eq]
  refine ⟨?_, ?_, ?_⟩
  · rw [← Matrix.mul_kronecker_mul, hp, Matrix.mul_one]
  · rw [Matrix.conjTranspose_kronecker, hh, Matrix.conjTranspose_one]
  · rw [Matrix.trace_kronecker, ht, Matrix.trace_one]
    norm_num

/-- The hyperfine coupling has no matrix elements within the electronic singlet space. -/
theorem singlet_dotSI_singlet : singletProj * dotSI * singletProj = 0 := by
  rw [singletProj_eq, dotSI]
  simp only [Fin.sum_univ_three, mul_add, add_mul, ← Matrix.mul_kronecker_mul,
    pairSinglet_spin, Matrix.zero_kronecker, add_zero]

/-- The relabelling that exchanges electron 2 and the nucleus. -/
def exchange : (Fin 2 × Fin 2) × Fin 2 ≃ (Fin 2 × Fin 2) × Fin 2 where
  toFun x := ((x.1.1, x.2), x.1.2)
  invFun x := ((x.1.1, x.2), x.1.2)
  left_inv _ := rfl
  right_inv _ := rfl

lemma hyperfine_idem :
    ((1/4 : ℂ) • 1 - dotSI) * ((1/4 : ℂ) • 1 - dotSI) = (1/4 : ℂ) • 1 - dotSI := by
  -- relabelling the spins turns S1·S2 into S1·I
  have h : (1/4 : ℂ) • 1 - dotSI = singletProj.submatrix exchange exchange := by
    have h1 : (1 : Op) = (1 : Op).submatrix exchange exchange :=
      (Matrix.submatrix_one_equiv exchange).symm
    rw [h1]
    ext ⟨⟨i, j⟩, k⟩ ⟨⟨i', j'⟩, k'⟩
    simp only [singletProj, dotSI, dotSS, exchange, Equiv.coe_fn_mk, Matrix.submatrix_apply,
      Matrix.sub_apply, Matrix.smul_apply, Fin.sum_univ_three, Matrix.add_apply,
      Matrix.kroneckerMap_apply, smul_eq_mul]
    ring
  rw [h, Matrix.submatrix_mul_equiv, singletProj_projector.1]

lemma exp_projectors (Q : Op) (hQ : Q * Q = Q) (x y : ℂ) :
    NormedSpace.exp (x • (1 - Q) + y • Q) = Complex.exp x • (1 - Q) + Complex.exp y • Q := by
  have hpow (n : ℕ) : (x • (1 - Q) + y • Q) ^ n = x ^ n • (1 - Q) + y ^ n • Q := by
    induction n with
    | zero => simp
    | succ n ih =>
      rw [pow_succ, ih]
      simp only [mul_add, add_mul, mul_sub, sub_mul, smul_mul_assoc, mul_smul_comm,
        mul_one, one_mul, hQ]
      module
  have hs (z : ℂ) : HasSum (fun n : ℕ => ((n.factorial : ℂ)⁻¹) * z ^ n) (Complex.exp z) := by
    rw [Complex.exp_eq_exp_ℂ]
    have h := NormedSpace.expSeries_div_hasSum_exp z
    simpa only [div_eq_inv_mul] using h
  have h := ((hs x).smul_const (1 - Q)).add ((hs y).smul_const Q)
  rw [NormedSpace.exp_eq_tsum ℂ]
  refine Eq.trans (tsum_congr fun n => ?_) h.tsum_eq
  rw [hpow, smul_add, smul_smul, smul_smul]

/-- The amplitude (3/4) exp(-iat/4) + (1/4) exp(3iat/4). -/
def survival (a t : ℝ) : ℂ :=
  3/4 * Complex.exp (-(Complex.I * a * t) / 4) + 1/4 * Complex.exp (3 * (Complex.I * a * t) / 4)

/-- Within the electronic singlet space the time evolution acts as a scalar amplitude. -/
theorem singlet_propagator_singlet (a t : ℝ) :
    singletProj * propagator a t * singletProj = survival a t • singletProj := by
  have hU : propagator a t = survival a t • (1 : Op) +
      (Complex.exp (-(Complex.I * a * t) / 4) - Complex.exp (3 * (Complex.I * a * t) / 4)) •
        dotSI := by
    have h := exp_projectors _ hyperfine_idem (-(Complex.I * a * t) / 4)
      (3 * (Complex.I * a * t) / 4)
    have hH : (-(Complex.I * t)) • ((a : ℂ) • dotSI) =
        (-(Complex.I * a * t) / 4) • (1 - ((1/4 : ℂ) • 1 - dotSI)) +
        (3 * (Complex.I * a * t) / 4) • ((1/4 : ℂ) • 1 - dotSI) := by module
    rw [propagator, hH, h, survival]
    module
  rw [hU]
  simp only [mul_add, add_mul, mul_smul_comm, smul_mul_assoc, mul_one,
    singletProj_projector.1, singlet_dotSI_singlet, smul_zero, add_zero]

lemma survival_sq (a t : ℝ) :
    survival a t * star (survival a t) = ((5/8 + 3/8 * Real.cos (a * t) : ℝ) : ℂ) := by
  have hc : star (survival a t) = 3/4 * Complex.exp (Complex.I * a * t / 4) +
      1/4 * Complex.exp (-(3 * (Complex.I * a * t) / 4)) := by
    simp only [survival, Complex.star_def, map_add, map_mul, map_div₀, ← Complex.exp_conj,
      map_neg, Complex.conj_I, Complex.conj_ofReal, map_ofNat, map_one]
    congr 3 <;> ring_nf
  have e1 : Complex.exp (-(Complex.I * a * t) / 4) * Complex.exp (Complex.I * a * t / 4) = 1 := by
    rw [← Complex.exp_add, ← Complex.exp_zero]; congr 1; ring
  have e2 : Complex.exp (3 * (Complex.I * a * t) / 4) *
      Complex.exp (-(3 * (Complex.I * a * t) / 4)) = 1 := by
    rw [← Complex.exp_add, ← Complex.exp_zero]; congr 1; ring
  have e3 : Complex.exp (-(Complex.I * a * t) / 4) *
      Complex.exp (-(3 * (Complex.I * a * t) / 4)) = Complex.exp (-(a * t) * Complex.I) := by
    rw [← Complex.exp_add]; congr 1; ring
  have e4 : Complex.exp (3 * (Complex.I * a * t) / 4) * Complex.exp (Complex.I * a * t / 4) =
      Complex.exp (a * t * Complex.I) := by
    rw [← Complex.exp_add]; congr 1; ring
  rw [hc, survival]
  push_cast
  rw [Complex.cos]
  linear_combination (9/16) * e1 + (1/16) * e2 + (3/16) * e3 + (3/16) * e4

/-- For any normalised initial state ρ in the electronic singlet space, whatever the nuclear
state, the singlet probability at time t is 5/8 + (3/8) cos(at). -/
theorem singlet_probability (a t : ℝ) (ρ : Op)
    (hρ : singletProj * ρ * singletProj = ρ) (htr : ρ.trace = 1) :
    (singletProj * propagator a t * ρ * (propagator a t)ᴴ).trace =
      ((5/8 + 3/8 * Real.cos (a * t) : ℝ) : ℂ) := by
  obtain ⟨hP, hPh, -⟩ := singletProj_projector
  have hU := singlet_propagator_singlet a t
  have hU' : singletProj * (propagator a t)ᴴ * singletProj =
      star (survival a t) • singletProj := by
    have h := congrArg Matrix.conjTranspose hU
    simpa only [Matrix.conjTranspose_mul, Matrix.conjTranspose_smul, hPh,
      Matrix.mul_assoc] using h
  -- insert singlet projectors around ρ and use cyclicity of the trace
  have key : (singletProj * propagator a t * singletProj) * ρ *
      (singletProj * (propagator a t)ᴴ * singletProj) =
      (singletProj * propagator a t * (singletProj * ρ * singletProj) *
        (propagator a t)ᴴ) * singletProj := by
    simp only [Matrix.mul_assoc]
  have h2 := congrArg Matrix.trace key
  rw [hρ, Matrix.trace_mul_comm _ singletProj, hU, hU'] at h2
  simp only [← Matrix.mul_assoc, hP] at h2
  rw [← h2, ← survival_sq]
  simp only [Matrix.smul_mul, Matrix.mul_smul, hρ, Matrix.trace_smul, smul_eq_mul, htr]
  ring

/-- For an unpolarised nucleus, tr(P U P U*)/2 = 5/8 + (3/8) cos(at). -/
theorem singlet_probability_unpolarised (a t : ℝ) :
    (singletProj * propagator a t * singletProj * (propagator a t)ᴴ).trace / 2 =
      ((5/8 + 3/8 * Real.cos (a * t) : ℝ) : ℂ) := by
  obtain ⟨hP, -, hT⟩ := singletProj_projector
  have h := singlet_probability a t ((1/2 : ℂ) • singletProj)
    (by simp only [Matrix.mul_smul, Matrix.smul_mul, hP])
    (by rw [Matrix.trace_smul, hT, smul_eq_mul]; norm_num)
  rw [← h]
  simp only [Matrix.mul_smul, Matrix.smul_mul, Matrix.trace_smul, smul_eq_mul]
  ring

/-- For any normalised initial state ρ in the electronic singlet space and nonzero coupling a, the
singlet probability at time π/a equals 1/4. -/
theorem singlet_probability_half_period (a : ℝ) (ha : a ≠ 0) (ρ : Op)
    (hρ : singletProj * ρ * singletProj = ρ) (htr : ρ.trace = 1) :
    (singletProj * propagator a (Real.pi / a) * ρ * (propagator a (Real.pi / a))ᴴ).trace =
      1/4 := by
  rw [singlet_probability a _ ρ hρ htr, mul_div_cancel₀ _ ha, Real.cos_pi]
  norm_num

end

end RadicalPair
```

```lean
#print axioms RadicalPair.singlet_probability_unpolarised
#print axioms RadicalPair.singlet_probability_half_period
```

```
'RadicalPair.singlet_probability_unpolarised' depends on axioms: [propext, Classical.choice, Quot.sound]
'RadicalPair.singlet_probability_half_period' depends on axioms: [propext, Classical.choice, Quot.sound]
```

## How the file follows the derivation

`Op` is the type of complex 8×8 matrices, indexed in the order used above. `singletProj` is \(P\), `dotSI` is \(S_1\cdot I\), `propagator a t` is \(U\), `survival a t` is \(f\), and `ᴴ` is the adjoint.

`pairSinglet_apply` checks the entries \(\epsilon_{ij}\epsilon_{kl}/2\) case by case. `pairSinglet_spin` and `singlet_dotSI_singlet` give the vanishing hyperfine block; `singletProj_eq` attaches the nuclear identity, and `singletProj_projector` supplies the projector properties and the trace. `exp_projectors` proves the formula for powers by induction and sums the series. `singlet_propagator_singlet` is \(PUP=fP\), and `survival_sq` computes \(|f|^2\). `singlet_probability` inserts the projectors around `ρ` and cycles the trace. The last two theorems specialise it to \(\rho=P/2\) and to \(t=\pi/a\) with \(a\ne0\).

The proof turns on relabelling by `submatrix`. The equivalence `exchange` swaps the electron 2 and nuclear indices, and `hyperfine_idem` shows that \(Q\) is `singletProj` with rows and columns relabelled by it. `Matrix.submatrix_mul_equiv` says that such relabelling commutes with multiplication, because a bijection only reorders the summed index. Idempotence of \(Q\) then follows from that of \(P\), which the file gets from the 4×4 matrix `pairSinglet`, so no 8×8 product is multiplied out entry by entry.

## Scope of the guarantee

The equality holds for all real \(a\) and \(t\), with the exact matrix exponential. The hypothesis `hρ` says that the pair starts in the electronic singlet, and `htr` fixes the normalisation. Positivity of `ρ` is not required, so the theorem covers more than physical density matrices.

The coupling \(a\) is a given angular frequency and stands for an isotropic hyperfine interaction with electron 1 alone. The model has no magnetic field, anisotropy, electron–electron coupling, further nuclei, relaxation or recombination. The theorem concerns exact matrices, so the rounding and time-step errors of a particular integrator need their own tolerance when its output is compared with the curve.
